# Near an ideal metal plane, image screening shifts a neutral atom's Auger energy by three times its core binding shift

An atom sits a little above a metal surface, and a photon removes one of its core electrons. The atom is now charged, the metal's electrons rearrange to screen it, and the core level appears at a lower binding energy than in the free atom. The core hole then decays by Auger emission and leaves two holes behind, which the metal screens more strongly still. How do the shifts of the two spectral lines compare?

If the atom is a point charge and the metal a flat, perfect conductor, the answer is a plain number. For an atom that starts out neutral, and with both energies measured from the vacuum level, the Auger kinetic energy rises by three times as much as the binding energy falls. This gives a simple electrostatic reference for final-state shifts in core-level spectra of atoms held away from a metal, as long as chemical bonding and charge transfer to the surface can be neglected.

Atomic units are used throughout: charges are in units of e, lengths in bohr and energies in hartree. The plane is ℝ × ℝ with its ordinary area measure, and all integrals over it are true two-dimensional integrals.

```lean
import Mathlib

open MeasureTheory Real Set Filter Topology

namespace MetalScreeningShifts

noncomputable section
```

## The charge induced on the plane

Place a charge q at height d > 0 above the origin of the plane. A surface point p = (x, y) lies at distance r from the origin, with r² = x² + y², and its distance from the charge is

R = √(r² + d²).

In Lean, `p.1` and `p.2` are x and y.

```lean
/-- Distance from the point `p` of the metal plane to a charge at height `d` above the origin. -/
def chargeDistance (d : ℝ) (p : ℝ × ℝ) : ℝ := √(p.1 ^ 2 + p.2 ^ 2 + d ^ 2)
```

A perfect conductor holds its surface at constant potential. Above the plane, the field is then that of q together with an image charge −q at depth d. At the surface the two fields add along the outward normal to

E_z = −2qd/(r² + d²)^(3/2).

Gauss's law, E_z = 4πσ in these units, gives the surface density

σ(r) = −qd/(2π(r² + d²)^(3/2)).

The Lean development starts from this density as a definition; the image argument is the physics behind it. The formula stands for a static, linear and structureless metal, with no screening length and no atomic corrugation.

```lean
/-- Surface charge density `-q d / (2π (r² + d²)^(3/2))` induced on the metal plane by a
charge `q` at height `d > 0`. -/
def surfaceDensity (q d : ℝ) (p : ℝ × ℝ) : ℝ :=
  -(q * d) / (2 * π * chargeDistance d p ^ 3)
```

The induced charge produces a potential at the position of q. Each surface element contributes its charge divided by its distance R, so

φ(q) = ∫ σ/R dA.

```lean
/-- Electrostatic potential, in atomic units, of the induced surface charge at the position
of the charge `q`, for height `d > 0`. -/
def inducedPotential (q d : ℝ) : ℝ :=
  ∫ p : ℝ × ℝ, surfaceDensity q d p / chargeDistance d p
```

The Coulomb energy between q and the induced charge is ∫ qσ/R dA. The screening energy is half of it:

W(q) = ½ ∫ qσ/R dA.

The half enters here by definition, and a charging argument further on accounts for it.

```lean
/-- Screening energy: half the Coulomb interaction of the charge `q` with the surface charge
it induces, integrated over the plane, for height `d > 0`. -/
def screeningEnergy (q d : ℝ) : ℝ :=
  1 / 2 * ∫ p : ℝ × ℝ, q * surfaceDensity q d p / chargeDistance d p
```

## Binding and Auger energies with and without the metal

Let E(n) be the energy of the free atom with n holes. The core binding energy is the cost of making the first hole, with the photoelectron at rest far away:

B = E(1) − E(0).

In Lean, `E` is an arbitrary function from the natural numbers to the reals. No model of the free atom is assumed, and only the values at 0, 1 and 2 are ever used.

```lean
/-- Core-level binding energy of an atom whose energy with `n` holes is `E n`. -/
def bindingEnergy (E : ℕ → ℝ) : ℝ := E 1 - E 0
```

In the Auger decay the one-hole state turns into a two-hole state, and the emitted electron carries off the difference:

K = E(1) − E(2).

Both energies are referred to the vacuum level, so no work function appears.

```lean
/-- Auger kinetic energy: the one-hole state decays to the two-hole state and the emitted
electron carries off the difference. -/
def augerEnergy (E : ℕ → ℝ) : ℝ := E 1 - E 2
```

Near the metal, an atom with initial charge Q carries the total charge Q + n once it has n holes. Its energy becomes

E′(n) = E(n) + W(Q + n).

Several idealisations are contained in this line. The whole charge sits at one point at a fixed height, the metal is fully relaxed around each state, and no electron moves from the metal to the atom. The internal energies E(n) are those of the free atom, and the emitted electrons are far enough away to have no image energy of their own. In Lean the initial charge `Q` is any real number, although an isolated atom has an integer charge.

```lean
/-- Energies of an atom of initial charge `Q` at height `d > 0` above the metal: the free-atom
energy with `n` holes plus the screening energy of the total charge `Q + n`. -/
def nearMetal (E : ℕ → ℝ) (Q d : ℝ) (n : ℕ) : ℝ := E n + screeningEnergy (Q + n) d
```

## The radial integral

The potential will reduce to a single integral over r. Its integrand has an elementary antiderivative:

d/dr [−1/(2(r² + d²))] = r/(r² + d²)².

The antiderivative tends to 0 as r → ∞ and equals −1/(2d²) at r = 0. Therefore

∫₀^∞ r/(r² + d²)² dr = 0 − (−1/(2d²)) = 1/(2d²).

```lean
/-- The radial integral of `r / (r² + d²)²` over all distances `r > 0` is `1 / (2 d²)`,
for `d > 0`. -/
theorem radial_integral {d : ℝ} (hd : 0 < d) :
    ∫ r in Ioi (0 : ℝ), r / (r ^ 2 + d ^ 2) ^ 2 = 1 / (2 * d ^ 2) := by
  -- an antiderivative is `-1 / (2 (r² + d²))`, which vanishes at infinity
  have hder : ∀ r ∈ Ici (0 : ℝ), HasDerivAt (fun r : ℝ => -(1 / 2) * (r ^ 2 + d ^ 2)⁻¹)
      (r / (r ^ 2 + d ^ 2) ^ 2) r := by
    intro r _
    have h1 : HasDerivAt (fun r : ℝ => r ^ 2 + d ^ 2) (2 * r) r := by
      simpa using (hasDerivAt_pow 2 r).add_const (d ^ 2)
    have hne : r ^ 2 + d ^ 2 ≠ 0 := by positivity
    refine ((h1.inv hne).const_mul (-(1 / 2))).congr_deriv ?_
    ring
  have hlim : Tendsto (fun r : ℝ => -(1 / 2) * (r ^ 2 + d ^ 2)⁻¹) atTop (𝓝 0) := by
    have h2 : Tendsto (fun r : ℝ => r ^ 2 + d ^ 2) atTop atTop :=
      tendsto_atTop_add_const_right _ _ (tendsto_pow_atTop two_ne_zero)
    have h3 := (tendsto_inv_atTop_zero.comp h2).const_mul (-(1 / 2) : ℝ)
    rw [mul_zero] at h3
    exact h3
  have hpos : ∀ r ∈ Ioi (0 : ℝ), 0 ≤ r / (r ^ 2 + d ^ 2) ^ 2 := by
    intro r hr
    have hr' : 0 < r := hr
    positivity
  rw [integral_Ioi_of_hasDerivAt_of_nonneg' hder hpos hlim]
  field_simp
  ring
```

The three intermediate facts in the proof are the parts of this calculation. `hder` is the derivative, `hlim` is the limit at infinity, and `hpos` says that the integrand is nonnegative. With a nonnegative integrand, the existence of the limit is enough for Mathlib's form of the fundamental theorem of calculus on a half-line. What remains is to simplify the value at the lower end.

## The potential at the charge

In polar coordinates x = r cos θ, y = r sin θ, the area element is r dr dθ. The density contributes R³ to the denominator and the Coulomb factor one more R, which makes R⁴ = (r² + d²)². Nothing depends on θ, so

φ(q) = −(qd/(2π)) · ∫ dθ · ∫₀^∞ r/(r² + d²)² dr

= −(qd/(2π)) · 2π · 1/(2d²)

= −q/(2d).

This is the potential of an image charge −q at distance 2d, here obtained by summing over the surface charge.

```lean
/-- The surface charge induced by `q` at height `d > 0` produces the potential `-q / (2d)`
at the position of `q`. -/
theorem inducedPotential_eq (q : ℝ) {d : ℝ} (hd : 0 < d) :
    inducedPotential q d = -q / (2 * d) := by
  -- in polar coordinates the integrand does not depend on the angle
  have h : ∀ p : ℝ × ℝ, p.1 • (surfaceDensity q d (polarCoord.symm p) /
      chargeDistance d (polarCoord.symm p)) =
      (-(q * d) / (2 * π) * (p.1 / (p.1 ^ 2 + d ^ 2) ^ 2)) * (1 : ℝ) := by
    intro p
    have e : (p.1 * cos p.2) ^ 2 + (p.1 * sin p.2) ^ 2 + d ^ 2 = p.1 ^ 2 + d ^ 2 := by
      linear_combination p.1 ^ 2 * Real.sin_sq_add_cos_sq p.2
    have s : √(p.1 ^ 2 + d ^ 2) ^ 2 = p.1 ^ 2 + d ^ 2 := Real.sq_sqrt (by positivity)
    have s4 : (p.1 ^ 2 + d ^ 2) ^ 2 = √(p.1 ^ 2 + d ^ 2) ^ 3 * √(p.1 ^ 2 + d ^ 2) := by
      calc (p.1 ^ 2 + d ^ 2) ^ 2 = (√(p.1 ^ 2 + d ^ 2) ^ 2) ^ 2 := by rw [s]
        _ = _ := by ring
    simp only [surfaceDensity, chargeDistance, polarCoord_symm_apply, smul_eq_mul, e]
    rw [s4]
    ring
  have ht : polarCoord.target = Ioi (0 : ℝ) ×ˢ Ioo (-π) π := rfl
  have ha : ∫ _ in Ioo (-π) π, (1 : ℝ) = 2 * π := by
    rw [← integral_Ioc_eq_integral_Ioo,
      ← intervalIntegral.integral_of_le (by linarith [Real.pi_pos]),
      intervalIntegral.integral_const, smul_eq_mul]
    ring
  unfold inducedPotential
  rw [← integral_comp_polarCoord_symm]
  simp_rw [h]
  rw [ht]
  -- the integral factorises into a radial and an angular part
  refine (setIntegral_prod_mul (μ := volume) (ν := volume)
    (fun r : ℝ => -(q * d) / (2 * π) * (r / (r ^ 2 + d ^ 2) ^ 2))
    (fun _ : ℝ => (1 : ℝ)) (Ioi 0) (Ioo (-π) π)).trans ?_
  rw [ha, integral_const_mul, radial_integral hd]
  field_simp
```

In this proof the pair `p` inside `h` holds the polar coordinates, so that `p.1` is r and `p.2` is θ. The fact `h` rewrites the integrand together with its Jacobian factor r. Within it, `e` uses sin²θ + cos²θ = 1 to remove the angle, and `s4` collects the powers of R. The angular integral over (−π, π) is `ha`. After the change of variables, `setIntegral_prod_mul` splits the double integral into its radial and angular factors, and the previous theorem supplies the radial one.

## The screening energy and its factor one half

The charge q is a constant in the energy integral and can be taken outside:

W(q) = ½ q φ(q) = ½ q · (−q/(2d)) = −q²/(4d).

The energy is quadratic in the charge, and everything that follows rests on this.

```lean
/-- The screening energy of a charge `q` at height `d > 0` above the metal is `-q² / (4d)`. -/
theorem screeningEnergy_eq (q : ℝ) {d : ℝ} (hd : 0 < d) :
    screeningEnergy q d = -q ^ 2 / (4 * d) := by
  have h : screeningEnergy q d = 1 / 2 * (q * inducedPotential q d) := by
    unfold screeningEnergy inducedPotential
    simp only [mul_div_assoc, integral_const_mul]
  rw [h, inducedPotential_eq q hd]
  ring
```

The half reflects the fact that the metal's charge is induced by q and grows with it. Build the charge up from 0 to q at fixed height. When it has reached the value s, the induced potential is φ(s) = −s/(2d), and adding ds changes the energy by φ(s) ds. The total is

∫₀^q φ(s) ds = −(1/(2d)) · q²/2 = −q²/(4d) = W(q).

Had the surface charge been held at its final value from the start, the same process would have given qφ(q), which is twice as much.

```lean
/-- For `d > 0`, the screening energy is the work done against the induced potential when the
charge is built up from `0` to `q` at fixed height. -/
theorem charging_work (q : ℝ) {d : ℝ} (hd : 0 < d) :
    ∫ s in (0 : ℝ)..q, inducedPotential s d = screeningEnergy q d := by
  have h : ∀ s, inducedPotential s d = -(1 / (2 * d)) * s := by
    intro s
    rw [inducedPotential_eq s hd]
    ring
  simp_rw [h]
  rw [intervalIntegral.integral_const_mul, integral_id, screeningEnergy_eq q hd]
  ring
```

The theorem holds for either sign of q, since the integral from 0 to q is oriented. Its proof writes the potential as a constant times s and integrates s. It thereby ties the definition of `screeningEnergy` to the work of charging, without assuming the half a second time.

## The two shifts for any initial charge

The shift of the binding energy is its value near the metal minus its value in the free atom. The energies E(n) cancel, and only the screening energies of the initial and the one-hole state remain:

ΔB = W(Q + 1) − W(Q)

= −[(Q + 1)² − Q²]/(4d)

= −(2Q + 1)/(4d).

```lean
/-- At height `d > 0` the metal shifts the core binding energy of an atom of initial charge `Q`
by `-(2Q + 1) / (4d)`. -/
theorem binding_shift (E : ℕ → ℝ) (Q : ℝ) {d : ℝ} (hd : 0 < d) :
    bindingEnergy (nearMetal E Q d) - bindingEnergy E = -(2 * Q + 1) / (4 * d) := by
  simp only [bindingEnergy, nearMetal, screeningEnergy_eq _ hd]
  push_cast
  ring
```

For the Auger electron, the one-hole state is the initial state and the two-hole state is the final one:

ΔK = W(Q + 1) − W(Q + 2)

= [(Q + 2)² − (Q + 1)²]/(4d)

= (2Q + 3)/(4d).

```lean
/-- At height `d > 0` the metal shifts the Auger kinetic energy of an atom of initial charge `Q`
by `(2Q + 3) / (4d)`. -/
theorem auger_shift (E : ℕ → ℝ) (Q : ℝ) {d : ℝ} (hd : 0 < d) :
    augerEnergy (nearMetal E Q d) - augerEnergy E = (2 * Q + 3) / (4 * d) := by
  simp only [augerEnergy, nearMetal, screeningEnergy_eq _ hd]
  push_cast
  ring
```

Both proofs unfold the definitions, insert the formula for W and let `ring` expand the squares. The results hold for every `E`, so within this model the shifts carry no information about the free atom beyond its charge.

## The factor three for a neutral atom

Set Q = 0. The total charge goes from 0 to 1 in photoemission and from 1 to 2 in the Auger decay, which gives

ΔB = −1/(4d), ΔK = 3/(4d).

The squares 0, 1 and 4 have successive differences 1 and 3. Hence

ΔK = 3 |ΔB|.

The height cancels from the ratio, although each shift separately falls off as 1/d.

```lean
/-- For an initially neutral atom at height `d > 0` above a metal, the Auger kinetic-energy
shift is three times the magnitude of the core binding-energy shift. -/
theorem auger_shift_eq_three_mul_binding_shift (E : ℕ → ℝ) {d : ℝ} (hd : 0 < d) :
    augerEnergy (nearMetal E 0 d) - augerEnergy E =
      3 * |bindingEnergy (nearMetal E 0 d) - bindingEnergy E| := by
  rw [auger_shift E 0 hd, binding_shift E 0 hd]
  have h : -(2 * 0 + 1) / (4 * d) = -(1 / (4 * d)) := by ring
  rw [h, abs_neg, abs_of_pos (by positivity)]
  ring
```

The absolute value is needed because the binding shift is negative. The proof inserts the two general formulas at Q = 0, uses d > 0 to evaluate the absolute value, and compares the results.

## Neutrality recovered from the signed ratio

Does a ratio of three reveal that the atom was neutral? With signs included, it does. Suppose ΔK = −3ΔB. From the general formulas,

ΔK + 3ΔB = [(2Q + 3) − 3(2Q + 1)]/(4d) = −Q/d.

The left side vanishes exactly when Q = 0.

The signs matter because Q is any real number in the theorem. At Q = −3/4 the formulas give ΔB = 1/(8d) and ΔK = 3/(8d), so the magnitudes again stand in the ratio three, but both shifts are positive. This is the only such exception. An isolated atom has an integer charge, and for it the magnitudes alone would already be enough.

```lean
/-- At height `d > 0` the Auger shift equals minus three times the binding shift exactly when
the atom is neutral before ionisation. -/
theorem ratio_three_iff_neutral (E : ℕ → ℝ) (Q : ℝ) {d : ℝ} (hd : 0 < d) :
    augerEnergy (nearMetal E Q d) - augerEnergy E =
      -3 * (bindingEnergy (nearMetal E Q d) - bindingEnergy E) ↔ Q = 0 := by
  rw [auger_shift E Q hd, binding_shift E Q hd]
  constructor
  · intro h
    -- the two sides differ by `Q / d`
    have h0 : Q / d = 0 := by linear_combination -h
    exact (div_eq_zero_iff.mp h0).resolve_right hd.ne'
  · rintro rfl
    ring

end

end MetalScreeningShifts
```

In the forward direction, `h0` is the statement Q/d = 0 obtained from the difference above, and d ≠ 0 then forces Q = 0. The converse substitutes Q = 0 and checks the identity.

```lean
#print axioms MetalScreeningShifts.charging_work
-- 'MetalScreeningShifts.charging_work' depends on axioms: [propext, Classical.choice, Quot.sound]
#print axioms MetalScreeningShifts.auger_shift_eq_three_mul_binding_shift
-- 'MetalScreeningShifts.auger_shift_eq_three_mul_binding_shift' depends on axioms: [propext, Classical.choice, Quot.sound]
#print axioms MetalScreeningShifts.ratio_three_iff_neutral
-- 'MetalScreeningShifts.ratio_three_iff_neutral' depends on axioms: [propext, Classical.choice, Quot.sound]
```
